# Addition theorems for the p1/2 and p3/2 spinor harmonics

## Two perpendicular directions

In the phase convention written out below, and with the direction $n$ along the $z$ axis, the p1/2 spinor harmonics for $m=\tfrac12,-\tfrac12$ are $(-1,0)^T/\sqrt{4\pi}$ and $(0,1)^T/\sqrt{4\pi}$. Along $x$ they are $(0,-1)^T/\sqrt{4\pi}$ and $(-1,0)^T/\sqrt{4\pi}$. Summing the outer products of the $z$ spinors with the adjoint $x$ spinors gives

$$\frac1{4\pi}\begin{pmatrix}0&1\\-1&0\end{pmatrix}=\frac{i\sigma_y}{4\pi}=\frac{\sigma_z\sigma_x}{4\pi}.$$

The sum over $m$ has become a product of two Pauli matrices, because each p1/2 spinor is $-\sigma\cdot n$ applied to a constant s1/2 spinor.

## Where the sum occurs in an atomic calculation

In a central-field Dirac-Coulomb atom, the orbitals of a closed subshell share their radial functions. If the large component is $P(r)\,\Omega_m(n)/r$, the large-large block of the subshell's density matrix is $P(r)P(r')/(rr')$ times $\sum_m\Omega_m(n)\Omega_m(n')^\dagger$. A code can evaluate this angular factor in closed form, or compare its tabulated spinors with it at two random directions. The comparison does not detect a phase that depends only on $m$.

## The two formulas and their conventions

For real vectors $n,n'$, with components $n_0,n_1,n_2$ along $x,y,z$,

$$\sum_m\Omega_m(n)\Omega_m(n')^\dagger=\frac1{4\pi}\begin{cases}n\cdot n'+i\sigma\cdot(n\times n')&\text{p1/2}\\2\,n\cdot n'-i\sigma\cdot(n\times n')&\text{p3/2.}\end{cases}$$

These are `pHalf_addition` and `pThreeHalf_addition`. In Lean, `spinSum` is the left side, `pauliDot a` is $\sigma\cdot a$, and `⬝ᵥ` and `⨯₃` are the dot and cross products. `Y1 n` lists $Y_{11},Y_{10},Y_{1,-1}$ with the Condon-Shortley phase; the spinors are listed by decreasing $m$, spin-up component first.

The harmonics and Clebsch-Gordan coefficients are entered as explicit formulas. Their angular-momentum eigenvalue equations and their orthonormality over the sphere are not derived, and other values of $l$ are not treated.

For a nonzero vector $n$, `Y1 n` is $|n|$ times the usual spherical harmonics in the direction of $n$. With this extension neither formula needs unit vectors, but `closed_subshells` does: at $n=n'$ with $n\cdot n=1$, the sums are $1/4\pi$ and $2/4\pi$ times the unit matrix, so the large components of these subshells, when filled, have spherical, spin-independent angular densities. For $n=(0,0,2)$ the p1/2 sum is $4/4\pi$ times the unit matrix instead. The same vector breaks `pauliDot_pHalf`, which says that for unit $n$ the matrix $\sigma\cdot n$ turns each p1/2 spinor into minus the s1/2 spinor with the same $m$: it gives $-4$ times that spinor.

## From Pauli matrices to p1/2

The harmonics are

$$Y_{1,\pm1}=\mp\sqrt{\tfrac3{8\pi}}\,(n_0\pm in_1),\qquad Y_{10}=\sqrt{\tfrac3{4\pi}}\,n_2.$$

Since $\sqrt{\tfrac13}\sqrt{\tfrac3{4\pi}}=\sqrt{\tfrac23}\sqrt{\tfrac3{8\pi}}=\tfrac1{\sqrt{4\pi}}$, the p1/2 spinors are

$$\Omega_{1/2}=\begin{pmatrix}-\sqrt{\frac13}\,Y_{10}\\ \sqrt{\frac23}\,Y_{11}\end{pmatrix}=\frac{-1}{\sqrt{4\pi}}\begin{pmatrix}n_2\\n_0+in_1\end{pmatrix},$$

$$\Omega_{-1/2}=\begin{pmatrix}-\sqrt{\frac23}\,Y_{1,-1}\\ \sqrt{\frac13}\,Y_{10}\end{pmatrix}=\frac{-1}{\sqrt{4\pi}}\begin{pmatrix}n_0-in_1\\-n_2\end{pmatrix}.$$

These are minus the columns of $\sigma\cdot n$, divided by $\sqrt{4\pi}$. As $\sigma\cdot n'$ is Hermitian, the sum is $(\sigma\cdot n)(\sigma\cdot n')/4\pi$.

Write $c=n\times n'$. The first row of the matrix product is

$$n_2n'_2+(n_0-in_1)(n'_0+in'_1)=n\cdot n'+ic_2,$$
$$n_2(n'_0-in'_1)-(n_0-in_1)n'_2=i(c_0-ic_1).$$

The second row is likewise $i(c_0+ic_1)$ and $n\cdot n'-ic_2$. Together they form $n\cdot n'+i\sigma\cdot c$.

## From the full l = 1 sum to p3/2

The p3/2 spinors, by decreasing $m$, are

$$\begin{pmatrix}Y_{11}\\0\end{pmatrix},\quad\begin{pmatrix}\sqrt{\frac23}Y_{10}\\\sqrt{\frac13}Y_{11}\end{pmatrix},\quad\begin{pmatrix}\sqrt{\frac13}Y_{1,-1}\\\sqrt{\frac23}Y_{10}\end{pmatrix},\quad\begin{pmatrix}0\\Y_{1,-1}\end{pmatrix}.$$

Add the p1/2 and p3/2 sums. On the diagonal, each product $Y_{1m}(n)Y_{1m}(n')^*$ has total weight one. For $Y_{11}$ in the upper left entry and $Y_{1,-1}$ in the lower right, p3/2 alone supplies it; otherwise the two sums contribute $\tfrac13$ and $\tfrac23$ in some order. In the upper right entry, p1/2 contributes

$$-\tfrac{\sqrt2}3\left[Y_{10}(n)Y_{11}(n')^*+Y_{1,-1}(n)Y_{10}(n')^*\right]$$

and p3/2 the opposite; the lower left entry cancels in the same way. What remains is the unit matrix times

$$\sum_mY_{1m}(n)Y_{1m}(n')^*=\tfrac3{8\pi}\,2(n_0n'_0+n_1n'_1)+\tfrac3{4\pi}n_2n'_2=\tfrac3{4\pi}\,n\cdot n'.$$

Subtracting the p1/2 result leaves $(2\,n\cdot n'-i\sigma\cdot c)/4\pi$.

## The complete Lean file

```lean
import Mathlib

open Matrix
open Complex (I)
open scoped Real

namespace SpinorSphericalHarmonics

noncomputable section

/-- The constant spherical harmonic `Y₀₀ = √(1/4π)`. -/
def Y00 : ℝ := Real.sqrt (1 / (4 * π))

/-- The normalisation `√(3/4π)` of `Y₁₀`. -/
def normZ : ℝ := Real.sqrt (3 / (4 * π))

/-- The normalisation `√(3/8π)` of `Y₁,±₁`. -/
def normXY : ℝ := Real.sqrt (3 / (8 * π))

/-- The Clebsch-Gordan coefficient `√(1/3)` for coupling `l = 1` with spin 1/2. -/
def cgS : ℝ := Real.sqrt (1 / 3)

/-- The Clebsch-Gordan coefficient `√(2/3)` for coupling `l = 1` with spin 1/2. -/
def cgL : ℝ := Real.sqrt (2 / 3)

/-- The harmonics `Y₁₁, Y₁₀, Y₁,₋₁` (in this order) as functions of the Cartesian
components of `n`, with the Condon-Shortley phase. -/
def Y1 (n : Fin 3 → ℝ) : Fin 3 → ℂ :=
  ![-(normXY * (n 0 + I * n 1)), normZ * n 2, normXY * (n 0 - I * n 1)]

/-- The s1/2 spinors for `m = 1/2, -1/2`. -/
def sHalf : Fin 2 → Fin 2 → ℂ := ![![(Y00 : ℂ), 0], ![0, (Y00 : ℂ)]]

/-- The p1/2 spinor harmonics for `m = 1/2, -1/2`. -/
def pHalf (n : Fin 3 → ℝ) : Fin 2 → Fin 2 → ℂ :=
  ![![-(cgS * Y1 n 1), cgL * Y1 n 0], ![-(cgL * Y1 n 2), cgS * Y1 n 1]]

/-- The p3/2 spinor harmonics for `m = 3/2, 1/2, -1/2, -3/2`. -/
def pThreeHalf (n : Fin 3 → ℝ) : Fin 4 → Fin 2 → ℂ :=
  ![![Y1 n 0, 0], ![cgL * Y1 n 1, cgS * Y1 n 0],
    ![cgS * Y1 n 2, cgL * Y1 n 1], ![0, Y1 n 2]]

/-- The spin matrix `σ·a` of a real vector `a`. -/
def pauliDot (a : Fin 3 → ℝ) : Matrix (Fin 2) (Fin 2) ℂ :=
  !![(a 2 : ℂ), a 0 - I * a 1; a 0 + I * a 1, -(a 2 : ℂ)]

/-- The sum over `m` of the outer products `Ω_m Ω'_m†`. -/
def spinSum {k : ℕ} (Ω Ω' : Fin k → Fin 2 → ℂ) : Matrix (Fin 2) (Fin 2) ℂ :=
  ∑ m, vecMulVec (Ω m) (star (Ω' m))

/-- Product rule for Pauli matrices: `(σ·a)(σ·b) = a·b + i σ·(a × b)`. -/
theorem pauliDot_mul (a b : Fin 3 → ℝ) :
    pauliDot a * pauliDot b =
      ((a ⬝ᵥ b : ℝ) : ℂ) • (1 : Matrix (Fin 2) (Fin 2) ℂ) + I • pauliDot (a ⨯₃ b) := by
  ext i j
  fin_cases i <;> fin_cases j <;>
    simp [pauliDot, Matrix.mul_apply, Fin.sum_univ_two, Fin.sum_univ_three, dotProduct,
      cross_apply]
  · linear_combination (-(a 1 : ℂ) * b 1) * Complex.I_sq
  · linear_combination ((a 2 : ℂ) * b 0 - a 0 * b 2) * Complex.I_sq
  · linear_combination (-((a 2 : ℂ) * b 0 - a 0 * b 2)) * Complex.I_sq
  · linear_combination (-(a 1 : ℂ) * b 1) * Complex.I_sq

/-- Each p1/2 spinor harmonic is `-σ·n` applied to the s1/2 spinor with the same `m`. -/
theorem pHalf_eq_neg_pauliDot_sHalf (n : Fin 3 → ℝ) (m : Fin 2) :
    pHalf n m = -(pauliDot n *ᵥ sHalf m) := by
  -- the Clebsch-Gordan coefficients turn both normalisations into that of Y₀₀
  have r1 : Y00 = cgS * normZ := by
    unfold Y00 cgS normZ
    rw [← Real.sqrt_mul (by norm_num)]
    congr 1
    ring
  have r2 : Y00 = cgL * normXY := by
    unfold Y00 cgL normXY
    rw [← Real.sqrt_mul (by norm_num)]
    congr 1
    ring
  have h1 : (Y00 : ℂ) = cgS * normZ := by exact_mod_cast r1
  have h2 : (Y00 : ℂ) = cgL * normXY := by exact_mod_cast r2
  ext i
  fin_cases m <;> fin_cases i <;>
    simp [pHalf, sHalf, Y1, pauliDot]
  · rw [h1]; ring
  · rw [h2]; ring
  · rw [h2]; ring
  · rw [h1]; ring

/-- Addition theorem for `l = 1`: `∑ₘ Y₁ₘ(n) Y₁ₘ(n')* = 3 n·n' / 4π`. -/
theorem Y1_addition (n n' : Fin 3 → ℝ) :
    ∑ m, Y1 n m * (starRingEnd ℂ) (Y1 n' m) = 3 / (4 * (π : ℂ)) * ((n ⬝ᵥ n' : ℝ) : ℂ) := by
  have rA : normZ ^ 2 = 3 / (4 * π) := Real.sq_sqrt (by positivity)
  have rB : normXY ^ 2 = 3 / (8 * π) := Real.sq_sqrt (by positivity)
  have hA : (normZ : ℂ) ^ 2 = 3 / (4 * (π : ℂ)) := by exact_mod_cast rA
  have hB : (normXY : ℂ) ^ 2 = 3 / (8 * (π : ℂ)) := by exact_mod_cast rB
  simp [Y1, Fin.sum_univ_three, dotProduct]
  linear_combination (2 * ((n 0 : ℂ) * n' 0 + n 1 * n' 1)) * hB + ((n 2 : ℂ) * n' 2) * hA
    - (2 * (normXY : ℂ) ^ 2 * n 1 * n' 1) * Complex.I_sq

/-- The p1/2 and p3/2 sums together give the spin-free sum over `Y₁ₘ` times the unit
spin matrix. -/
theorem spinSum_add (n n' : Fin 3 → ℝ) :
    spinSum (pHalf n) (pHalf n') + spinSum (pThreeHalf n) (pThreeHalf n') =
      (∑ m, Y1 n m * (starRingEnd ℂ) (Y1 n' m)) • (1 : Matrix (Fin 2) (Fin 2) ℂ) := by
  have rS : cgS ^ 2 = 1 / 3 := Real.sq_sqrt (by norm_num)
  have rL : cgL ^ 2 = 2 / 3 := Real.sq_sqrt (by norm_num)
  have r : cgS ^ 2 + cgL ^ 2 = 1 := by rw [rS, rL]; norm_num
  have h : (cgS : ℂ) ^ 2 + (cgL : ℂ) ^ 2 = 1 := by exact_mod_cast r
  -- entries of the sum over m, for arbitrary spinors
  have hs : ∀ {k : ℕ} (Ω Ω' : Fin k → Fin 2 → ℂ) (i j : Fin 2),
      spinSum Ω Ω' i j = ∑ m, Ω m i * (starRingEnd ℂ) (Ω' m j) := by
    intro k Ω Ω' i j
    simp [spinSum, Matrix.sum_apply, vecMulVec_apply]
  ext i j
  rw [Matrix.add_apply, hs, hs]
  fin_cases i <;> fin_cases j <;>
    simp [pHalf, pThreeHalf, Fin.sum_univ_two, Fin.sum_univ_three, Fin.sum_univ_four]
  · linear_combination (Y1 n 1 * (starRingEnd ℂ) (Y1 n' 1)
      + Y1 n 2 * (starRingEnd ℂ) (Y1 n' 2)) * h
  · ring
  · ring
  · linear_combination (Y1 n 0 * (starRingEnd ℂ) (Y1 n' 0)
      + Y1 n 1 * (starRingEnd ℂ) (Y1 n' 1)) * h

/-- Spinor addition theorem for p1/2:
`∑ₘ Ω(n) Ω(n')† = (n·n' + i σ·(n × n')) / 4π`. -/
theorem pHalf_addition (n n' : Fin 3 → ℝ) :
    spinSum (pHalf n) (pHalf n') = (1 / (4 * (π : ℂ))) •
      (((n ⬝ᵥ n' : ℝ) : ℂ) • (1 : Matrix (Fin 2) (Fin 2) ℂ) + I • pauliDot (n ⨯₃ n')) := by
  have r : Y00 ^ 2 = 1 / (4 * π) := Real.sq_sqrt (by positivity)
  have h : (Y00 : ℂ) ^ 2 = 1 / (4 * (π : ℂ)) := by exact_mod_cast r
  -- it suffices to find (σ·n)(σ·n') / 4π
  rw [← pauliDot_mul]
  simp only [spinSum, Fin.sum_univ_two, pHalf_eq_neg_pauliDot_sHalf]
  ext i j
  fin_cases i <;> fin_cases j <;>
    simp [sHalf, pauliDot, vecMulVec_apply]
  · linear_combination ((n 2 : ℂ) * n' 2 + (n 0 - I * n 1) * (n' 0 + I * n' 1)) * h
  · linear_combination ((n 2 : ℂ) * (n' 0 - I * n' 1) - (n 0 - I * n 1) * n' 2) * h
  · linear_combination (((n 0 : ℂ) + I * n 1) * n' 2 - n 2 * (n' 0 + I * n' 1)) * h
  · linear_combination (((n 0 : ℂ) + I * n 1) * (n' 0 - I * n' 1) + n 2 * n' 2) * h

/-- Spinor addition theorem for p3/2:
`∑ₘ Ω(n) Ω(n')† = (2 n·n' - i σ·(n × n')) / 4π`. -/
theorem pThreeHalf_addition (n n' : Fin 3 → ℝ) :
    spinSum (pThreeHalf n) (pThreeHalf n') = (1 / (4 * (π : ℂ))) •
      ((2 * ((n ⬝ᵥ n' : ℝ) : ℂ)) • (1 : Matrix (Fin 2) (Fin 2) ℂ)
        - I • pauliDot (n ⨯₃ n')) := by
  -- subtract the p1/2 part from the full l = 1 sum
  have h := spinSum_add n n'
  rw [Y1_addition, pHalf_addition] at h
  linear_combination (norm := module) h

/-- For a unit vector `n`, `(σ·n)² = 1`. -/
theorem pauliDot_sq (n : Fin 3 → ℝ) (hn : n ⬝ᵥ n = 1) : pauliDot n * pauliDot n = 1 := by
  have h0 : pauliDot 0 = 0 := by
    ext i j
    fin_cases i <;> fin_cases j <;> simp [pauliDot]
  rw [pauliDot_mul, hn, cross_self, h0]
  simp

/-- In a unit direction `n`, `σ·n` turns each p1/2 spinor harmonic into minus the s1/2
spinor with the same `m`. -/
theorem pauliDot_pHalf (n : Fin 3 → ℝ) (hn : n ⬝ᵥ n = 1) (m : Fin 2) :
    pauliDot n *ᵥ pHalf n m = -sHalf m := by
  rw [pHalf_eq_neg_pauliDot_sHalf, Matrix.mulVec_neg, Matrix.mulVec_mulVec,
    pauliDot_sq n hn, Matrix.one_mulVec]

/-- At coinciding unit directions the p1/2 and p3/2 sums are `1/4π` and `2/4π` times the
unit spin matrix. -/
theorem closed_subshells (n : Fin 3 → ℝ) (hn : n ⬝ᵥ n = 1) :
    spinSum (pHalf n) (pHalf n) = (1 / (4 * (π : ℂ))) • (1 : Matrix (Fin 2) (Fin 2) ℂ) ∧
    spinSum (pThreeHalf n) (pThreeHalf n) =
      (2 / (4 * (π : ℂ))) • (1 : Matrix (Fin 2) (Fin 2) ℂ) := by
  have h1 : spinSum (pHalf n) (pHalf n) =
      (1 / (4 * (π : ℂ))) • (1 : Matrix (Fin 2) (Fin 2) ℂ) := by
    rw [pHalf_addition, ← pauliDot_mul, pauliDot_sq n hn]
  refine ⟨h1, ?_⟩
  have h := spinSum_add n n
  rw [Y1_addition, h1, hn, Complex.ofReal_one] at h
  linear_combination (norm := module) h

end

end SpinorSphericalHarmonics
```

```lean
#print axioms SpinorSphericalHarmonics.pThreeHalf_addition
-- 'SpinorSphericalHarmonics.pThreeHalf_addition' depends on axioms: [propext, Classical.choice, Quot.sound]
#print axioms SpinorSphericalHarmonics.pauliDot_pHalf
-- 'SpinorSphericalHarmonics.pauliDot_pHalf' depends on axioms: [propext, Classical.choice, Quot.sound]
#print axioms SpinorSphericalHarmonics.closed_subshells
-- 'SpinorSphericalHarmonics.closed_subshells' depends on axioms: [propext, Classical.choice, Quot.sound]
```

## How the proof follows the algebra

`pauliDot_mul` checks the matrix product entry by entry; `linear_combination` supplies the multiple of $i^2=-1$ that each entry needs. `pHalf_eq_neg_pauliDot_sHalf` first proves the two normalisation identities, then compares spinor components.

`pHalf_addition` rewrites its target backwards with `pauliDot_mul`, substitutes the s1/2 form of the spinors and compares entries using $Y_{00}^2=1/4\pi$.

`spinSum_add` carries out the Clebsch-Gordan cancellation, and `Y1_addition` evaluates the scalar sum. `pThreeHalf_addition` combines them with the p1/2 formula, leaving the subtraction to `linear_combination` with `module`, which handles the matrix-valued linear algebra.

For unit vectors, `pauliDot_sq` gives $(\sigma\cdot n)^2=1$ from the product rule and $n\times n=0$. Both `pauliDot_pHalf` and `closed_subshells` rest on it.
